# With n² orbitals in shell n, each lowering the energy by n⁻⁶, the error of stopping at shell X falls off as 1/(3X³)

In this model of a basis set built up shell by shell, shell n has subshells l = 0, …, n − 1 with 2l + 1 orbitals each, and every orbital is assumed to lower the energy by n⁻⁶, in unspecified units. The error T(X) is the sum of the gains of all shells beyond X. The failing theorem, `inverse_cube_law`, states that X³T(X) tends to 1/3 as X grows. The proof takes from an earlier theorem that X⁴T(X) is within 1/X of X/3 − 1/2 for X ≥ 1, and uses this to show that X³T(X) differs from 1/3 by at most 2/X, which tends to zero.

An attempt in Lean 4 with a fault in it:

```lean
import Mathlib

open Filter Topology

namespace InverseCubeLaw

noncomputable section

/-- Energy gained from shell `n ≥ 1`: its subshells `l < n` hold `2l+1` orbitals each,
and every orbital contributes `n⁻⁶`. -/
def shellGain (n : ℕ) : ℝ :=
  ∑ l ∈ Finset.range n, (2 * (l : ℝ) + 1) * (1 / (n : ℝ) ^ 6)

/-- The basis-set error `T(X)`: the summed gains of all shells beyond `X`. -/
def truncationError (X : ℕ) : ℝ := ∑' k, shellGain (k + (X + 1))

/-- Shell `n` holds `n²` orbitals. -/
theorem orbitals_in_shell (n : ℕ) : ∑ l ∈ Finset.range n, (2 * l + 1) = n ^ 2 := by
  induction n with
  | zero => simp
  | succ n ih => rw [Finset.sum_range_succ, ih]; ring

/-- Shell `n + 1` contributes `(n + 1)⁻⁴`. -/
theorem shellGain_succ (n : ℕ) : shellGain (n + 1) = 1 / ((n : ℝ) + 1) ^ 4 := by
  have h : ∑ l ∈ Finset.range (n + 1), (2 * (l : ℝ) + 1) = ((n : ℝ) + 1) ^ 2 := by
    exact_mod_cast orbitals_in_shell (n + 1)
  rw [shellGain, ← Finset.sum_mul, h]
  push_cast
  field_simp

/-- The shell gains have a finite total. -/
theorem summable_shellGain : Summable shellGain := by
  have h := (summable_nat_add_iff 1).2
    (Real.summable_one_div_nat_pow.2 (by norm_num : 1 < 4))
  refine (summable_nat_add_iff (f := shellGain) 1).1 ?_
  simpa only [shellGain_succ, Nat.cast_add, Nat.cast_one] using h

/-- Adding shell `X + 1` to the basis lowers the error by `(X + 1)⁻⁴`. -/
theorem truncationError_succ (X : ℕ) :
    truncationError X = truncationError (X + 1) + 1 / ((X : ℝ) + 1) ^ 4 := by
  have h1 := summable_shellGain.sum_add_tsum_nat_add (X + 1)
  have h2 := summable_shellGain.sum_add_tsum_nat_add (X + 1 + 1)
  rw [Finset.sum_range_succ _ (X + 1), shellGain_succ] at h2
  unfold truncationError
  linarith

/-- For `X ≥ 1`, `X⁴ T(X)` equals `X/3 - 1/2` to within `1/X`. -/
theorem truncationError_expansion {X : ℕ} (hX : 1 ≤ X) :
    |(X : ℝ) ^ 4 * truncationError X - ((X : ℝ) / 3 - 1 / 2)| ≤ 1 / (X : ℝ) := by
  have hu := tendsto_one_div_add_atTop_nhds_zero_nat (𝕜 := ℝ)
  have hT : Tendsto (fun k => truncationError (k + 1)) atTop (𝓝 0) :=
    (tendsto_sum_nat_add shellGain).comp (tendsto_add_atTop_nat 2)
  -- the error minus its lower estimate decreases to zero
  have lo : ∀ k : ℕ, 0 ≤ truncationError (k + 1) -
      ((1 / ((k : ℝ) + 1)) ^ 3 / 3 - (1 / ((k : ℝ) + 1)) ^ 4 / 2) := by
    refine Antitone.le_of_tendsto (antitone_nat_of_succ_le fun n => ?_) ?_
    · have s : ∀ x : ℝ, 0 < x → 0 ≤ 1 / (x + 1) ^ 4 - ((1 / x) ^ 3 / 3 - (1 / x) ^ 4 / 2) +
          ((1 / (x + 1)) ^ 3 / 3 - (1 / (x + 1)) ^ 4 / 2) := by
        intro x hx
        refine (by positivity :
          0 ≤ (10 * x ^ 2 + 10 * x + 3) / (6 * x ^ 4 * (x + 1) ^ 4)).trans_eq ?_
        field_simp
        ring
      have r := truncationError_succ (n + 1)
      push_cast at r ⊢
      linarith [s ((n : ℝ) + 1) (by positivity)]
    · simpa using hT.sub (((hu.pow 3).div_const 3).sub ((hu.pow 4).div_const 2))
  -- the upper estimate minus the error decreases to zero
  have up : ∀ k : ℕ, 0 ≤ (1 / ((k : ℝ) + 1)) ^ 3 / 3 - (1 / ((k : ℝ) + 1)) ^ 4 / 2 +
      (1 / ((k : ℝ) + 1)) ^ 5 / 3 - truncationError (k + 1) := by
    refine Antitone.le_of_tendsto (antitone_nat_of_succ_le fun n => ?_) ?_
    · have s : ∀ x : ℝ, 0 < x → 0 ≤ (1 / x) ^ 3 / 3 - (1 / x) ^ 4 / 2 + (1 / x) ^ 5 / 3 -
          ((1 / (x + 1)) ^ 3 / 3 - (1 / (x + 1)) ^ 4 / 2 + (1 / (x + 1)) ^ 5 / 3) -
          1 / (x + 1) ^ 4 := by
        intro x hx
        refine (by positivity :
          0 ≤ (7 * x ^ 2 + 7 * x + 2) / (6 * x ^ 5 * (x + 1) ^ 5)).trans_eq ?_
        field_simp
        ring
      have r := truncationError_succ (n + 1)
      push_cast at r ⊢
      linarith [s ((n : ℝ) + 1) (by positivity)]
    · simpa using ((((hu.pow 3).div_const 3).sub ((hu.pow 4).div_const 2)).add
        ((hu.pow 5).div_const 3)).sub hT
  have l := lo (X - 1)
  have u := up (X - 1)
  have c : ((X - 1 : ℕ) : ℝ) + 1 = X := by exact_mod_cast Nat.sub_add_cancel hX
  rw [c, Nat.sub_add_cancel hX] at l u
  have hx : (0 : ℝ) < X := by exact_mod_cast hX
  generalize (X : ℝ) = x at l u hx ⊢
  have h1 := mul_nonneg (pow_nonneg hx.le 4) l
  have h2 := mul_nonneg (pow_nonneg hx.le 4) u
  have e1 : x ^ 4 * ((1 / x) ^ 3 / 3 - (1 / x) ^ 4 / 2) = x / 3 - 1 / 2 := by
    field_simp
  have e2 : x ^ 4 * ((1 / x) ^ 5 / 3) = 1 / x / 3 := by field_simp
  rw [mul_sub, e1] at h1
  rw [mul_sub, mul_add, e1, e2] at h2
  have hp : 0 < 1 / x := by positivity
  exact abs_le.2 ⟨by linarith, by linarith⟩

/-- The basis-set error falls off as `1/(3X³)`. -/
theorem inverse_cube_law :
    Tendsto (fun X : ℕ => (X : ℝ) ^ 3 * truncationError X) atTop (𝓝 (1 / 3)) := by
  rw [tendsto_iff_norm_sub_tendsto_zero]
  refine squeeze_zero' (Eventually.of_forall fun _ => norm_nonneg _) ?_
    (tendsto_const_div_atTop_nhds_zero_nat (2 : ℝ))
  filter_upwards [eventually_ge_atTop 1] with X hX
  have h1 : (1 : ℝ) ≤ X := by exact_mod_cast hX
  have hx : (0 : ℝ) < X := by linarith
  have h := abs_le.1 (truncationError_expansion hX)
  have hi : 1 / (X : ℝ) ≤ 1 := (div_le_one hx).2 h1
  rw [Real.norm_eq_abs, le_div_iff₀ hx]
  calc |(X : ℝ) ^ 3 * truncationError X - 1 / 3| * X
      = |((X : ℝ) ^ 3 * truncationError X - 1 / 3) * X| := by rw [abs_mul, abs_of_pos hx]
    _ ≤ 2 := abs_le.2 ⟨by linarith [h.1], by linarith [h.2]⟩

end

end InverseCubeLaw
```

Messages:

```
Main.lean:113:7: error(lean.synthInstanceFailed): failed to synthesize instance of type class
  AddGroup ℕ

Hint: Type class instance resolution failures can be inspected with the `set_option trace.Meta.synthInstance true` command.
Main.lean:114:8: error(lean.synthInstanceFailed): failed to synthesize instance of type class
  AddGroup ℕ

Hint: Type class instance resolution failures can be inspected with the `set_option trace.Meta.synthInstance true` command.
Main.lean:115:13: error(lean.synthInstanceFailed): failed to synthesize instance of type class
  AddCommGroup ℕ

Hint: Type class instance resolution failures can be inspected with the `set_option trace.Meta.synthInstance true` command.
Main.lean:113:8: error(lean.synthInstanceFailed): failed to synthesize instance of type class
  HSub ℝ ℝ ℕ

Hint: Type class instance resolution failures can be inspected with the `set_option trace.Meta.synthInstance true` command.
Main.lean:114:9: error(lean.synthInstanceFailed): failed to synthesize instance of type class
  HMul ℝ ℝ ℕ

Hint: Type class instance resolution failures can be inspected with the `set_option trace.Meta.synthInstance true` command.
Main.lean:114:66: error: Tactic `rewrite` failed: Did not find an occurrence of the pattern
  |?a * ?b|
in the target expression
  |↑X ^ 3 * truncationError X - 1 / 3| * X = |(↑X ^ 3 * truncationError X - 1 / 3) * ↑X|

X : ℕ
hX : 1 ≤ X
h1 : 1 ≤ ↑X
hx : 0 < ↑X
h : -(1 / ↑X) ≤ ↑X ^ 4 * truncationError X - (↑X / 3 - 1 / 2) ∧ ↑X ^ 4 * truncationError X - (↑X / 3 - 1 / 2) ≤ 1 / ↑X
hi : 1 / ↑X ≤ 1
⊢ |↑X ^ 3 * truncationError X - 1 / 3| * X = |(↑X ^ 3 * truncationError X - 1 / 3) * ↑X|
Main.lean:115:26: error: linarith failed to find a contradiction
X : ℕ
hX : 1 ≤ X
h1 : 1 ≤ ↑X
hx : 0 < ↑X
h : -(1 / ↑X) ≤ ↑X ^ 4 * truncationError X - (↑X / 3 - 1 / 2) ∧ ↑X ^ 4 * truncationError X - (↑X / 3 - 1 / 2) ≤ 1 / ↑X
hi : 1 / ↑X ≤ 1
a✝ : (↑X ^ 3 * truncationError X - 1 / 3) * ↑X < -2
⊢ False
failed
Main.lean:115:45: error: linarith failed to find a contradiction
X : ℕ
hX : 1 ≤ X
h1 : 1 ≤ ↑X
hx : 0 < ↑X
h : -(1 / ↑X) ≤ ↑X ^ 4 * truncationError X - (↑X / 3 - 1 / 2) ∧ ↑X ^ 4 * truncationError X - (↑X / 3 - 1 / 2) ≤ 1 / ↑X
hi : 1 / ↑X ≤ 1
a✝ : 2 < (↑X ^ 3 * truncationError X - 1 / 3) * ↑X
⊢ False
failed
Main.lean:113:2: error: 'calc' expression has type
  |@HSub.hSub ℝ ℝ ℕ ?m.177 (↑X ^ 3 * truncationError X) (1 / 3)| * X ≤ 2
but is expected to have type
  |@HSub.hSub ℝ ℝ ℝ instHSub (↑X ^ 3 * truncationError X) (1 / 3)| * ↑X ≤ 2
```

After these edits no error is left:

```diff
@@ -111,6 +111,7 @@
   have hi : 1 / (X : ℝ) ≤ 1 := (div_le_one hx).2 h1
   rw [Real.norm_eq_abs, le_div_iff₀ hx]
-  calc |(X : ℝ) ^ 3 * truncationError X - 1 / 3| * X
-      = |((X : ℝ) ^ 3 * truncationError X - 1 / 3) * X| := by rw [abs_mul, abs_of_pos hx]
+  calc |(X : ℝ) ^ 3 * truncationError X - 1 / 3| * (X : ℝ)
+      = |((X : ℝ) ^ 3 * truncationError X - 1 / 3) * (X : ℝ)| := by
+        rw [abs_mul, abs_of_pos hx]
     _ ≤ 2 := abs_le.2 ⟨by linarith [h.1], by linarith [h.2]⟩
 
```

The fault is the bare `X` at the end of the first `calc` line. `X` is a natural number, and the type of the absolute value before it was not yet settled, so Lean read the whole product in ℕ.

Mathlib's absolute value is built from an element and its negative, so it asks for an additive group. The naturals lack negatives, hence the missing `AddGroup ℕ`; `abs_le` likewise asks for `AddCommGroup ℕ`. The expressions inside the bars are made of reals but were now expected to give naturals, hence `HSub ℝ ℝ ℕ` and `HMul ℝ ℝ ℕ`. The failures of `rw` and `linarith` follow from these ill-typed terms. The last message shows the mismatch itself: the left-hand side of the `calc` inequality ends in `* X`, where that of the goal ends in `* ↑X`, with `X` cast to a real.

Writing `(X : ℝ)` there makes the product real, and the other steps then work as written. The second `(X : ℝ)` is mere tidying, since the messages show that `X` already cast to `↑X`, and so is the new line break before `rw`.
